# Newton's method started below every root of a real-rooted polynomial climbs to the lowest root

Newton's method on a characteristic polynomial can land me on the wrong energy. With levels 0 and 2, so $p(x)=x(x-2)$, I wanted the ground level and started at 1.1. The first step threw me to 6.05, and from there the iteration came down to 2, the excited level. Starting at 1 is worse, because $p'(1)=0$ and there is no step at all. If I start below all the levels instead, am I safe? Or can a step still overshoot the lowest level, or stall when that level is degenerate?

## Each step covers at least 1/n of the gap and never more than all of it

You are safe: from below, the iterates never pass the lowest level, and they converge to it even if it is degenerate. Degeneracy only slows them down.

Let $e_1,\dots,e_n$ be the levels, with $n\ge 1$ and repetitions allowed. Let $e$ be the lowest value, $m$ its degeneracy, and $p(x)=\prod_i(x-e_i)$. Take $x<e$, so that every $e_i-x$ is positive. The product rule gives

$$p'(x)=\sum_i\prod_{j\ne i}(x-e_j)=p(x)\sum_i\frac1{x-e_i}=-p(x)\,S(x),\qquad S(x)=\sum_i\frac{1}{e_i-x}.$$

Both $p(x)$ and $S(x)$ are nonzero, so $p'(x)\neq0$, and the Newton step is

$$x-\frac{p(x)}{p'(x)}=x+\frac1{S(x)}.$$

It moves up. To see how far, write $d=e-x$ for the gap and look at

$$S(x)\,d=\sum_i\frac{e-x}{e_i-x}.$$

Each term is positive and at most 1, and the $m$ terms with $e_i=e$ equal 1. Hence $m\le S(x)\,d\le n$, which means $d/n\le 1/S(x)\le d/m$. The new gap $d'=d-1/S(x)$ therefore satisfies

$$\Bigl(1-\frac1m\Bigr)d\;\le\; d'\;\le\;\Bigl(1-\frac1n\Bigr)d .$$

Since $m\ge1$, the left side is nonnegative and there is no overshoot.

To repeat the step we need to know that the next point is again below $e$. If $n\ge2$, the sum $S(x)\,d$ contains a term equal to 1 and at least one further positive term, so $S(x)\,d>1$ and $d'>0$. If $n=1$, the first step lands exactly on $e$. There $p=0$ and $p'=1$, so the iteration stays put with a legitimate division.

By induction, the gap $d_k$ after $k$ steps obeys

$$\Bigl(1-\frac1m\Bigr)^k d_0\le d_k\le\Bigl(1-\frac1n\Bigr)^k d_0,$$

with $0^0=1$ when $k=0$. The right side tends to zero, so the iterates converge to $e$. If all levels coincide, then $m=n$ and both bounds become equalities, so no smaller factor depending on $n$ alone would do.

## How the levels and the iteration are written in Lean

The levels are a function `e : ι → ℝ` on a finite index type, and $n$ is `Fintype.card ι`. The index `g` with `hg : ∀ i, e g ≤ e i` picks out a lowest level, so $e$ above is `e g`; having such an index also forces $n\ge1$. The start satisfies `x₀ < e g`, strictly.

`levelPoly` is $p$, `degeneracy e g` is $m$, and `newtonIter e x₀ k` is the $k$-th iterate. `newtonStep` uses Mathlib's derivative `deriv`, not a formula supplied by hand. Lean assigns the value 0 to a division by zero, so the main theorem also states that $p'\ne0$ at every iterate. `resolventSum` is $S$, the trace of $(H-x)^{-1}$ for a Hermitian matrix $H$ with these levels; many texts define the resolvent with the opposite sign.

The main theorem, `newton_from_below`, says that for every $k$ the derivative is nonzero, the iterate is at most $e$, the next iterate is no lower, and the gap shrinks by at least the factor $1-1/n$; it also states convergence to $e$. The two-sided estimate after $k$ steps is `gap_geometric`, and the equality for coinciding levels is `gap_fully_degenerate`.

The levels enter as given real numbers. Passing to a Hermitian matrix takes one more step, the spectral theorem, which identifies $\det(x-H)$ with $\prod_i(x-e_i)$. The iteration runs over the real numbers, without rounding.

```lean
import Mathlib

open Filter Topology

namespace NewtonShootingFromBelow

noncomputable section

variable {ι : Type*} [Fintype ι]

/-- The polynomial `p(x) = ∏ (x - e i)` whose zeros are the levels `e i`. -/
def levelPoly (e : ι → ℝ) (x : ℝ) : ℝ := ∏ i, (x - e i)

/-- One Newton step `x - p(x) / p'(x)`, meant for points where `p'(x) ≠ 0`. -/
def newtonStep (p : ℝ → ℝ) (x : ℝ) : ℝ := x - p x / deriv p x

/-- The Newton iterates for the level polynomial, started at `x₀`. -/
def newtonIter (e : ι → ℝ) (x₀ : ℝ) : ℕ → ℝ
  | 0 => x₀
  | k + 1 => newtonStep (levelPoly e) (newtonIter e x₀ k)

/-- The resolvent sum `S(x) = ∑ 1 / (e i - x)`, for `x` different from every level. -/
def resolventSum (e : ι → ℝ) (x : ℝ) : ℝ := ∑ i, 1 / (e i - x)

/-- The degeneracy of the level `e g`: the number of indices with the same energy. -/
def degeneracy (e : ι → ℝ) (g : ι) : ℕ := (Finset.univ.filter fun i => e i = e g).card

/-- Away from the levels, the derivative of the level polynomial is `-p(x) S(x)`. -/
theorem hasDerivAt_levelPoly (e : ι → ℝ) {x : ℝ} (hx : ∀ i, x ≠ e i) :
    HasDerivAt (levelPoly e) (-levelPoly e x * resolventSum e x) x := by
  classical
  -- product rule, one level at a time
  have key : ∀ s : Finset ι, HasDerivAt (fun y => ∏ i ∈ s, (y - e i))
      (-(∏ i ∈ s, (x - e i)) * ∑ i ∈ s, 1 / (e i - x)) x := by
    intro s
    induction s using Finset.induction_on with
    | empty => simpa using hasDerivAt_const x (1 : ℝ)
    | insert a s ha ih =>
      simp only [Finset.prod_insert ha, Finset.sum_insert ha]
      refine (((hasDerivAt_id' x).sub_const (e a)).fun_mul ih).congr_deriv ?_
      have h1 : (e a - x) * (1 / (e a - x)) = 1 :=
        mul_one_div_cancel (sub_ne_zero.2 (hx a).symm)
      linear_combination (-(∏ i ∈ s, (x - e i))) * h1
  exact key Finset.univ

/-- Below a lowest level `e g`, the resolvent sum is positive, and its product with the gap
`e g - x` lies between the degeneracy of that level and the number of levels. -/
theorem resolventSum_bounds (e : ι → ℝ) (g : ι) (hg : ∀ i, e g ≤ e i) {x : ℝ}
    (hx : x < e g) :
    0 < resolventSum e x ∧ (degeneracy e g : ℝ) ≤ resolventSum e x * (e g - x) ∧
      resolventSum e x * (e g - x) ≤ Fintype.card ι := by
  have hpos : ∀ i, 0 < e i - x := fun i => by linarith [hg i]
  refine ⟨Finset.sum_pos (fun i _ => one_div_pos.2 (hpos i)) ⟨g, Finset.mem_univ g⟩, ?_, ?_⟩
  · -- each degenerate partner contributes exactly one
    have hm : (degeneracy e g : ℝ) = ∑ i, if e i = e g then (1 : ℝ) else 0 := by
      simp [degeneracy]
    rw [hm, resolventSum, Finset.sum_mul]
    refine Finset.sum_le_sum fun i _ => ?_
    split_ifs with h
    · rw [h, one_div_mul_cancel (hpos g).ne']
    · exact mul_nonneg (one_div_pos.2 (hpos i)).le (hpos g).le
  · -- no level contributes more than one
    have hn : (Fintype.card ι : ℝ) = ∑ _i : ι, (1 : ℝ) := by simp
    rw [hn, resolventSum, Finset.sum_mul]
    refine Finset.sum_le_sum fun i _ => ?_
    rw [one_div_mul_eq_div, div_le_one (hpos i)]
    linarith [hg i]

/-- Below a lowest level, the Newton step moves the point up by `1 / S(x)`. -/
theorem newtonStep_eq (e : ι → ℝ) (g : ι) (hg : ∀ i, e g ≤ e i) {x : ℝ} (hx : x < e g) :
    newtonStep (levelPoly e) x = x + 1 / resolventSum e x := by
  have hne : ∀ i, x ≠ e i := fun i => (lt_of_lt_of_le hx (hg i)).ne
  have hS := (resolventSum_bounds e g hg hx).1.ne'
  have hp : levelPoly e x ≠ 0 :=
    Finset.prod_ne_zero_iff.2 fun i _ => sub_ne_zero.2 (hne i)
  rw [newtonStep, (hasDerivAt_levelPoly e hne).deriv]
  field_simp
  ring

/-- The factor `1 - 1/n` is nonnegative for every positive integer `n`. -/
theorem factor_nonneg {n : ℕ} (hn : 0 < n) : 0 ≤ 1 - 1 / (n : ℝ) := by
  have h : (1 : ℝ) ≤ n := by exact_mod_cast hn
  rw [sub_nonneg, div_le_one (by linarith)]
  exact h

/-- One Newton step from below a lowest level, of degeneracy `m` among `n` levels, multiplies
the gap by a factor between `1 - 1/m` and `1 - 1/n`. -/
theorem gap_step (e : ι → ℝ) (g : ι) (hg : ∀ i, e g ≤ e i) {x : ℝ} (hx : x < e g) :
    (1 - 1 / (degeneracy e g : ℝ)) * (e g - x) ≤ e g - newtonStep (levelPoly e) x ∧
      e g - newtonStep (levelPoly e) x ≤ (1 - 1 / (Fintype.card ι : ℝ)) * (e g - x) := by
  obtain ⟨hS, hlo, hhi⟩ := resolventSum_bounds e g hg hx
  have hm0 : 0 < degeneracy e g := Finset.card_pos.2 ⟨g, by simp⟩
  have hm : (0 : ℝ) < degeneracy e g := by exact_mod_cast hm0
  have hn : (0 : ℝ) < Fintype.card ι := by linarith
  have h1 : 1 / resolventSum e x ≤ (e g - x) / degeneracy e g := by
    rw [div_le_div_iff₀ hS hm]; linarith
  have h2 : (e g - x) / Fintype.card ι ≤ 1 / resolventSum e x := by
    rw [div_le_div_iff₀ hn hS]; linarith
  rw [newtonStep_eq e g hg hx]
  constructor
  · calc _ = e g - x - (e g - x) / degeneracy e g := by ring
      _ ≤ _ := by linarith
  · calc _ ≤ e g - x - (e g - x) / Fintype.card ι := by linarith
      _ = _ := by ring

/-- Started below a lowest level, each Newton iterate is strictly below that level, or it sits
exactly on it and there is only one level. -/
theorem newtonIter_below (e : ι → ℝ) (g : ι) (hg : ∀ i, e g ≤ e i) {x₀ : ℝ}
    (hx : x₀ < e g) (k : ℕ) :
    newtonIter e x₀ k < e g ∨ (newtonIter e x₀ k = e g ∧ Fintype.card ι = 1) := by
  induction k with
  | zero => exact Or.inl hx
  | succ k ih =>
    change newtonStep (levelPoly e) (newtonIter e x₀ k) < e g ∨
      (newtonStep (levelPoly e) (newtonIter e x₀ k) = e g ∧ Fintype.card ι = 1)
    rcases ih with h | ⟨h, hc⟩
    · have hc0 : 0 < Fintype.card ι := Fintype.card_pos_iff.2 ⟨g⟩
      rcases (by omega : Fintype.card ι = 1 ∨ 1 < Fintype.card ι) with hc | hc
      · -- a single level is hit in one step
        obtain ⟨hlo, hhi⟩ := gap_step e g hg h
        have hm : 0 < degeneracy e g := Finset.card_pos.2 ⟨g, by simp⟩
        have h0 := mul_nonneg (factor_nonneg hm) (sub_pos.2 h).le
        rw [hc] at hhi
        norm_num at hhi
        exact Or.inr ⟨by linarith, hc⟩
      · -- a second level makes the step strictly shorter than the gap
        left
        obtain ⟨j, hj⟩ := Fintype.exists_ne_of_one_lt_card hc g
        have hpos : ∀ i, 0 < 1 / (e i - newtonIter e x₀ k) := fun i =>
          one_div_pos.2 (by linarith [hg i])
        have hlt : 1 / (e g - newtonIter e x₀ k) < resolventSum e (newtonIter e x₀ k) :=
          Finset.single_lt_sum (f := fun i => 1 / (e i - newtonIter e x₀ k)) hj
            (Finset.mem_univ g) (Finset.mem_univ j) (hpos j) (fun i _ _ => (hpos i).le)
        rw [div_lt_iff₀ (sub_pos.2 h)] at hlt
        have hs : 1 / resolventSum e (newtonIter e x₀ k) < e g - newtonIter e x₀ k := by
          rw [div_lt_iff₀ (resolventSum_bounds e g hg h).1]; linarith
        rw [newtonStep_eq e g hg h]
        linarith
    · have hp : levelPoly e (e g) = 0 :=
        Finset.prod_eq_zero (Finset.mem_univ g) (sub_self _)
      exact Or.inr ⟨by rw [h, newtonStep, hp, zero_div, sub_zero], hc⟩

/-- Started below a lowest level, of degeneracy `m` among `n` levels, Newton iteration leaves
after `k` steps a gap between `(1 - 1/m)^k` and `(1 - 1/n)^k` times the initial gap. -/
theorem gap_geometric (e : ι → ℝ) (g : ι) (hg : ∀ i, e g ≤ e i) {x₀ : ℝ}
    (hx : x₀ < e g) (k : ℕ) :
    (1 - 1 / (degeneracy e g : ℝ)) ^ k * (e g - x₀) ≤ e g - newtonIter e x₀ k ∧
      e g - newtonIter e x₀ k ≤ (1 - 1 / (Fintype.card ι : ℝ)) ^ k * (e g - x₀) := by
  have hm := factor_nonneg (Finset.card_pos.2 ⟨g, by simp⟩ : 0 < degeneracy e g)
  have hn := factor_nonneg (Fintype.card_pos_iff.2 ⟨g⟩ : 0 < Fintype.card ι)
  induction k with
  | zero => simp [newtonIter]
  | succ k ih =>
    have a := mul_le_mul_of_nonneg_left ih.1 hm
    have b := mul_le_mul_of_nonneg_left ih.2 hn
    rw [pow_succ', pow_succ', mul_assoc, mul_assoc]
    rcases newtonIter_below e g hg hx k with h | ⟨h, _⟩
    · obtain ⟨c, d⟩ := gap_step e g hg h
      exact ⟨a.trans c, le_trans d b⟩
    · have hp : levelPoly e (e g) = 0 :=
        Finset.prod_eq_zero (Finset.mem_univ g) (sub_self _)
      have hs : newtonIter e x₀ (k + 1) = e g := by
        change newtonStep (levelPoly e) (newtonIter e x₀ k) = e g
        rw [h, newtonStep, hp, zero_div, sub_zero]
      rw [h, sub_self, mul_zero] at a b
      rw [hs, sub_self]
      exact ⟨a, b⟩

/-- Started below the lowest of `n` levels, the Newton iterates for the level polynomial `p` meet no
zero of `p'`, never exceed that level, never decrease, shrink the gap by at least the factor
`1 - 1/n` per step, and converge to the lowest level. -/
theorem newton_from_below (e : ι → ℝ) (g : ι) (hg : ∀ i, e g ≤ e i) {x₀ : ℝ}
    (hx : x₀ < e g) :
    (∀ k, deriv (levelPoly e) (newtonIter e x₀ k) ≠ 0 ∧ newtonIter e x₀ k ≤ e g ∧
      newtonIter e x₀ k ≤ newtonIter e x₀ (k + 1) ∧
      e g - newtonIter e x₀ (k + 1) ≤
        (1 - 1 / (Fintype.card ι : ℝ)) * (e g - newtonIter e x₀ k)) ∧
    Tendsto (newtonIter e x₀) atTop (𝓝 (e g)) := by
  have hc : 0 < Fintype.card ι := Fintype.card_pos_iff.2 ⟨g⟩
  have hinv : 0 < 1 / (Fintype.card ι : ℝ) := one_div_pos.2 (by exact_mod_cast hc)
  have hle : ∀ k, newtonIter e x₀ k ≤ e g := fun k =>
    (newtonIter_below e g hg hx k).elim le_of_lt fun h => h.1.le
  refine ⟨fun k => ?_, ?_⟩
  · rcases newtonIter_below e g hg hx k with h | ⟨h, h1⟩
    · have hne : ∀ i, newtonIter e x₀ k ≠ e i := fun i => (lt_of_lt_of_le h (hg i)).ne
      have hstep := (gap_step e g hg h).2
      refine ⟨?_, h.le, ?_, hstep⟩
      · rw [(hasDerivAt_levelPoly e hne).deriv]
        exact mul_ne_zero (neg_ne_zero.2 (Finset.prod_ne_zero_iff.2 fun i _ =>
          sub_ne_zero.2 (hne i))) (resolventSum_bounds e g hg h).1.ne'
      · change newtonIter e x₀ k ≤ newtonStep (levelPoly e) (newtonIter e x₀ k)
        have := mul_pos hinv (sub_pos.2 h)
        linarith
    · -- the single level has been reached; there `p' = 1`
      have hsub : Subsingleton ι := Fintype.card_le_one_iff_subsingleton.1 h1.le
      have hp : levelPoly e = fun y => y - e g := by
        funext y
        exact Fintype.prod_subsingleton (fun i => y - e i) g
      have hs : newtonIter e x₀ (k + 1) = e g := by
        change newtonStep (levelPoly e) (newtonIter e x₀ k) = e g
        have hz : levelPoly e (e g) = 0 :=
          Finset.prod_eq_zero (Finset.mem_univ g) (sub_self _)
        rw [h, newtonStep, hz, zero_div, sub_zero]
      refine ⟨?_, h.le, by rw [h, hs], by rw [h, hs, sub_self, mul_zero]⟩
      rw [hp, ((hasDerivAt_id' (newtonIter e x₀ k)).sub_const (e g)).deriv]
      exact one_ne_zero
  · -- the gap is squeezed between zero and a geometric sequence
    have hpow := (tendsto_pow_atTop_nhds_zero_of_lt_one (factor_nonneg hc)
      (by linarith)).mul_const (e g - x₀)
    rw [zero_mul] at hpow
    have hgap := squeeze_zero (fun k => sub_nonneg.2 (hle k))
      (fun k => (gap_geometric e g hg hx k).2) hpow
    simpa using (tendsto_const_nhds (x := e g)).sub hgap

/-- The factor `1 - 1/n` is sharp: if all `n ≥ 1` levels coincide at `E`, the gap after `k`
Newton steps from below is exactly `(1 - 1/n)^k` times the initial gap. -/
theorem gap_fully_degenerate [Nonempty ι] {E x₀ : ℝ} (hx : x₀ < E) (k : ℕ) :
    E - newtonIter (fun _ : ι => E) x₀ k =
      (1 - 1 / (Fintype.card ι : ℝ)) ^ k * (E - x₀) := by
  obtain ⟨g⟩ := ‹Nonempty ι›
  have hd : degeneracy (fun _ : ι => E) g = Fintype.card ι := by
    simp [degeneracy]
  have h := gap_geometric (fun _ : ι => E) g (fun _ => le_rfl) hx k
  rw [hd] at h
  exact le_antisymm h.2 h.1

end

end NewtonShootingFromBelow
```

```lean
#print axioms NewtonShootingFromBelow.newton_from_below
#print axioms NewtonShootingFromBelow.gap_fully_degenerate
```

```
'NewtonShootingFromBelow.newton_from_below' depends on axioms: [propext, Classical.choice, Quot.sound]
'NewtonShootingFromBelow.gap_fully_degenerate' depends on axioms: [propext, Classical.choice, Quot.sound]
```

## From the product rule to the squeeze

`hasDerivAt_levelPoly` proves $p'=-pS$ by adding one level at a time to a finite set. The product rule handles the new factor, and `linear_combination` closes the algebra using $(e_a-x)\cdot\frac1{e_a-x}=1$.

`resolventSum_bounds` is the comparison $m\le S\,d\le n$. It writes $m$ as a sum of ones over the degenerate partners and zeros elsewhere, writes $n$ as a sum of ones, and compares term by term with `Finset.sum_le_sum`. `newtonStep_eq` cancels $p$ to get $x+1/S$, and `gap_step` takes reciprocals to obtain the two bounds on $d'$.

`newtonIter_below` carries the case distinction through an induction: an iterate is strictly below $e$, or it equals $e$ and $n=1$. For $n=1$ the two bounds of `gap_step` force the new gap to be zero. For $n\ge2$, `Finset.single_lt_sum` supplies the strict inequality that comes from the further positive term.

`gap_geometric` multiplies the induction hypothesis by the nonnegative factors $1-1/m$ and $1-1/n$ and chains the result with `gap_step`. In `newton_from_below`, the case distinction gives the four statements about each iterate, and `squeeze_zero` traps the gap between zero and a geometric sequence. For coinciding levels, the two bounds of `gap_geometric` are the same number, and `le_antisymm` turns them into an equality.

## Shooting for the ground state on a grid

The result bears on the ground state of one particle in one dimension, once the Hamiltonian has been replaced by a finite-difference matrix. Take $-\psi''+V\psi=E\psi$ on $N$ interior points with spacing $h$ and $\psi=0$ at both ends. Shooting from the left means setting $\psi_0=0$, $\psi_1=1$ and running

$$\psi_{j+1}=\bigl(2+h^2(V_j-E)\bigr)\psi_j-\psi_{j-1},\qquad j=1,\dots,N.$$

The end value $\psi_{N+1}(E)$ is $h^{2N}\prod_i(e_i-E)$, a constant multiple of $p(E)$, and the constant drops out of the Newton step. The derivative $\chi_j=d\psi_j/dE$ comes from the same sweep, with $\chi_0=\chi_1=0$ and

$$\chi_{j+1}=\bigl(2+h^2(V_j-E)\bigr)\chi_j-\chi_{j-1}-h^2\psi_j .$$

The new energy is $E-\psi_{N+1}/\chi_{N+1}$. A valid start is $E=\min_j V_j$, because the discrete kinetic energy is positive definite. Here $n=N$, so the guaranteed factor is close to 1 on a fine grid, but the actual steps can be much longer. For $V=0$ and the start $E=0$, for instance, $S\,d\le\pi^2/6$ on every grid, so the first step covers more than 60% of the gap. The early steps are nearly as slow as the guarantee allows if the start lies below the lowest level by much more than the width of the whole spectrum, since every term of $S\,d$ is then close to 1.

## The mirror image at the top of the spectrum

Replacing $x$ by $-x$ and each $e_i$ by $-e_i$ turns the argument over: from any start above the highest level, the Newton iterates descend to that level without passing it, with the same factor $1-1/n$. This is what happened to you after the jump to 6.05. The reflection is an argument in prose; the Lean theorems treat the approach from below.
